# A non-zero cubic coupling in a polynomial invariant under scaling has scale factors whose product is one

Take a real polynomial in finitely many real variables, for instance a model potential energy in a finite set of coordinates, and suppose its value never changes when each variable `v` is multiplied by a fixed real number `t v`. The lemma says that the coefficient of the cubic monomial in `a`, `b` and `c`, which need not be distinct, is unchanged when multiplied by `t a * t b * t c`. This is a selection rule: either the cubic coupling vanishes or the three factors multiply to one. The proof rebuilds the polynomial with each coefficient multiplied by the scale factors of its monomial, then compares the cubic coefficients on the two sides, for which it must show in `ht` that the factors for this monomial multiply to `t a * t b * t c`.

This version doesn't compile in Lean 4 with Mathlib:

```lean
import Mathlib

open MvPolynomial (X eval coeff rename)
open Matrix

namespace CoeffOfScaling

noncomputable section

/-- The exponent vector of the product of the variables listed in `m`. -/
def mon {ι : Type*} (m : Multiset ι) : ι →₀ ℕ := (m.map fun v => Finsupp.single v 1).sum

/-- If a polynomial is unchanged when each variable `v` is multiplied by `t v`, then so is
each of its cubic terms. -/
theorem coeff_of_scaling {ι : Type*} [Fintype ι] [DecidableEq ι] {p : MvPolynomial ι ℝ}
    (t : ι → ℝ) (h : ∀ x, eval (fun v => t v * x v) p = eval x p) (a b c : ι) :
    coeff (mon {a, b, c}) p * (t a * t b * t c) = coeff (mon {a, b, c}) p := by
  have hq : ∑ d ∈ p.support, MvPolynomial.monomial d (coeff d p * ∏ v, t v ^ d v) = p := by
    apply MvPolynomial.funext
    intro x
    rw [← h x, map_sum, MvPolynomial.eval_eq']
    refine Finset.sum_congr rfl fun d _ => ?_
    rw [MvPolynomial.eval_monomial, Finsupp.prod_fintype _ _ (fun _ => pow_zero _)]
    simp only [mul_pow, Finset.prod_mul_distrib]
    ring
  have ht : ∏ v, t v ^ (mon {a, b, c} : ι →₀ ℕ) v = t a * t b * t c := by
    simp [mon, pow_add, Finset.prod_mul_distrib, Finsupp.single_apply, pow_ite, mul_assoc]
  rcases eq_or_ne (coeff (mon {a, b, c}) p) 0 with hd | hd
  · rw [hd, zero_mul]
  · have h1 := congrArg (coeff (mon {a, b, c})) hq
    simp only [MvPolynomial.coeff_sum, MvPolynomial.coeff_monomial, Finset.sum_ite_eq',
      MvPolynomial.mem_support_iff] at h1
    rwa [if_pos hd, ht] at h1

end

end CoeffOfScaling
```

The error:

```
Main.lean:26:71: error: unsolved goals
ι : Type u_1
inst✝¹ : Fintype ι
inst✝ : DecidableEq ι
p : MvPolynomial ι ℝ
t : ι → ℝ
h : ∀ (x : ι → ℝ), (eval fun v => t v * x v) p = (eval x) p
a b c : ι
hq : ∑ d ∈ p.support, (MvPolynomial.monomial d) (coeff d p * ∏ v, t v ^ d v) = p
⊢ (∏ x,
      if c = x then if b = x then if a = x then t x * (t x * t x) else t x * t x else if a = x then t x * t x else t x
      else if b = x then if a = x then t x * t x else t x else if a = x then t x else 1) =
    t a * (t b * t c)
Main.lean:27:24: warning: This simp argument is unused:
  Finset.prod_mul_distrib

Hint: Omit it from the simp argument list.
  [apply] simp [mon, pow_add, Finsupp.single_apply, pow_ite, mul_assoc]

Note: This linter can be disabled with `set_option linter.unusedSimpArgs false`
```

The change, after which it compiles:

```diff
@@ -25,5 +25,10 @@
     ring
   have ht : ∏ v, t v ^ (mon {a, b, c} : ι →₀ ℕ) v = t a * t b * t c := by
-    simp [mon, pow_add, Finset.prod_mul_distrib, Finsupp.single_apply, pow_ite, mul_assoc]
+    have hs : ∀ u : ι, ∏ v, t v ^ (Finsupp.single u 1 : ι →₀ ℕ) v = t u := fun u => by
+      simp [Finsupp.single_apply, pow_ite]
+    have hm : (mon {a, b, c} : ι →₀ ℕ) =
+        Finsupp.single a 1 + (Finsupp.single b 1 + Finsupp.single c 1) := by simp [mon]
+    rw [hm]
+    simp only [Finsupp.coe_add, Pi.add_apply, pow_add, Finset.prod_mul_distrib, hs, mul_assoc]
   rcases eq_or_ne (coeff (mon {a, b, c}) p) 0 with hd | hd
   · rw [hd, zero_mul]
```

Cause. The error says that `simp` left `ht` unproved. The remaining goal is a product over `x` whose body is one nested conditional, testing `x` against `c`, `b` and `a` together. `simp` had turned the powers into conditionals and merged their product before it could split the outer product. `Finset.prod_mul_distrib` needs a body that is visibly a multiplication, so it never applied, which is why the warning calls it unused. Removing it, as the hint suggests, would not close the goal.

The repair keeps the three contributions apart. `hs` evaluates the product for a single variable, where there is only one conditional and `simp` can finish. `hm` writes the exponent vector as a sum of three `Finsupp.single` terms, and `rw [hm]` puts that sum into the goal. The closing `simp only` does not unfold these terms into conditionals, so `pow_add` and `Finset.prod_mul_distrib` can split the product into three, `hs` evaluates each, and `mul_assoc` makes the bracketing agree.
